# In a product state, the energy of two exchange-coupled spins 1/2 in a field is fixed by the distance of their total mean spin from one point

Two spins 1/2, with ħ = 1, have the Hamiltonian J s₁·s₂ + h (s₁z + s₂z), where J and h are real and J is not zero. The lemma `product_energy` says that in a product of normalised one-spin states the mean energy is −J/4 − h²/(2J) plus J/2 times the squared distance of the total mean spin from the point (0, 0, −h/J). The proof first writes the energy in terms of the mean spin vectors of the two spins, in the step `hE`. It then completes the square, using the fact that each of these vectors has length 1/2.

The first attempt, which Lean rejects:

```lean
import Mathlib

open Matrix
open scoped Kronecker

namespace ProductEnergy

noncomputable section

/-- The x component of a spin 1/2, in the basis (up, down) and with ħ = 1. -/
def Sx : Matrix (Fin 2) (Fin 2) ℂ := !![0, 1 / 2; 1 / 2, 0]

/-- The y component of a spin 1/2. -/
def Sy : Matrix (Fin 2) (Fin 2) ℂ := !![0, -Complex.I / 2; Complex.I / 2, 0]

/-- The z component of a spin 1/2. -/
def Sz : Matrix (Fin 2) (Fin 2) ℂ := !![1 / 2, 0; 0, -1 / 2]

/-- The sum of a one-spin operator over the two spins. -/
def total (A : Matrix (Fin 2) (Fin 2) ℂ) : Matrix (Fin 2 × Fin 2) (Fin 2 × Fin 2) ℂ :=
  A ⊗ₖ 1 + 1 ⊗ₖ A

/-- The Hamiltonian `J s₁·s₂ + h (s₁z + s₂z)`. -/
def hamiltonian (J h : ℝ) : Matrix (Fin 2 × Fin 2) (Fin 2 × Fin 2) ℂ :=
  (J : ℂ) • (Sx ⊗ₖ Sx + Sy ⊗ₖ Sy + Sz ⊗ₖ Sz) + (h : ℂ) • total Sz

/-- The real part of `ψ† A ψ`, which is the mean value of an observable `A` in a
normalized state `ψ`. -/
def mean {n : Type} [Fintype n] (A : Matrix n n ℂ) (ψ : n → ℂ) : ℝ :=
  (star ψ ⬝ᵥ A *ᵥ ψ).re

/-- The two-spin state in which the first spin is in state `a` and the second in `b`. -/
def productState (a b : Fin 2 → ℂ) : Fin 2 × Fin 2 → ℂ := fun p => a p.1 * b p.2

/-- In a product state the expectation of `A ⊗ B`, with `A` acting on the first spin and `B` on the
second, factorizes. -/
theorem expectation_kronecker (A B : Matrix (Fin 2) (Fin 2) ℂ) (a b : Fin 2 → ℂ) :
    star (productState a b) ⬝ᵥ (A ⊗ₖ B) *ᵥ productState a b =
      (star a ⬝ᵥ A *ᵥ a) * (star b ⬝ᵥ B *ᵥ b) := by
  simp [productState, dotProduct, Matrix.mulVec, Fintype.sum_prod_type, Fin.sum_univ_two]
  ring

/-- In a product of normalized states the mean of a total one-spin operator is the sum of
the two one-spin means. -/
theorem mean_total (A : Matrix (Fin 2) (Fin 2) ℂ) {a b : Fin 2 → ℂ}
    (ha : star a ⬝ᵥ a = 1) (hb : star b ⬝ᵥ b = 1) :
    mean (total A) (productState a b) = mean A a + mean A b := by
  simp only [mean, total, Matrix.add_mulVec, dotProduct_add, expectation_kronecker,
    Matrix.one_mulVec, ha, hb, mul_one, one_mul, Complex.add_re]

/-- The mean spin components of one spin in terms of its two amplitudes. -/
theorem spin_components (a : Fin 2 → ℂ) :
    mean Sx a = (a 0).re * (a 1).re + (a 0).im * (a 1).im ∧
    mean Sy a = (a 0).re * (a 1).im - (a 0).im * (a 1).re ∧
    mean Sz a = ((a 0).re ^ 2 + (a 0).im ^ 2 - (a 1).re ^ 2 - (a 1).im ^ 2) / 2 := by
  refine ⟨?_, ?_, ?_⟩ <;>
    simp [mean, Sx, Sy, Sz, dotProduct, Matrix.mulVec, Fin.sum_univ_two] <;> ring

/-- The mean spin vector of a normalized spin-1/2 state has length 1/2. -/
theorem spin_length {a : Fin 2 → ℂ} (ha : star a ⬝ᵥ a = 1) :
    mean Sx a ^ 2 + mean Sy a ^ 2 + mean Sz a ^ 2 = 1 / 4 := by
  obtain ⟨hx, hy, hz⟩ := spin_components a
  have hn : (a 0).re ^ 2 + (a 0).im ^ 2 + (a 1).re ^ 2 + (a 1).im ^ 2 = 1 := by
    have h := congrArg Complex.re ha
    simp [dotProduct, Fin.sum_univ_two] at h
    linarith
  rw [hx, hy, hz]
  linear_combination
    (((a 0).re ^ 2 + (a 0).im ^ 2 + (a 1).re ^ 2 + (a 1).im ^ 2 + 1) / 4) * hn

/-- For nonzero `J`, the energy of a product of normalized states is a constant plus `J/2`
times the squared distance of the total mean spin from `(0, 0, -h/J)`. -/
theorem product_energy {J : ℝ} (h : ℝ) (hJ : J ≠ 0) {a b : Fin 2 → ℂ}
    (ha : star a ⬝ᵥ a = 1) (hb : star b ⬝ᵥ b = 1) :
    mean (hamiltonian J h) (productState a b) = -J / 4 - h ^ 2 / (2 * J) +
      J / 2 * (mean (total Sx) (productState a b) ^ 2 +
        mean (total Sy) (productState a b) ^ 2 +
        (mean (total Sz) (productState a b) + h / J) ^ 2) := by
  -- the one-spin expectations are real, so the correlations factorize
  have hx : (star a ⬝ᵥ Sx *ᵥ a).im = 0 := by
    simp [Sx, dotProduct, Matrix.mulVec, Fin.sum_univ_two] <;> ring
  have hy : (star a ⬝ᵥ Sy *ᵥ a).im = 0 := by
    simp [Sy, dotProduct, Matrix.mulVec, Fin.sum_univ_two] <;> ring
  have hz : (star a ⬝ᵥ Sz *ᵥ a).im = 0 := by
    simp [Sz, dotProduct, Matrix.mulVec, Fin.sum_univ_two] <;> ring
  have hE : mean (hamiltonian J h) (productState a b) =
      J * (mean Sx a * mean Sx b + mean Sy a * mean Sy b + mean Sz a * mean Sz b) +
        h * (mean Sz a + mean Sz b) := by
    rw [← mean_total Sz ha hb]
    simp only [mean, hamiltonian, Matrix.add_mulVec, Matrix.smul_mulVec, dotProduct_add,
      dotProduct_smul, expectation_kronecker, smul_eq_mul, Complex.add_re,
      Complex.re_ofReal_mul, Complex.mul_re, hx, hy, hz, zero_mul, sub_zero]
  have e1 : J * (h / J) = h := by field_simp
  have e2 : h ^ 2 / (2 * J) = J / 2 * (h / J) ^ 2 := by field_simp
  rw [hE, mean_total Sx ha hb, mean_total Sy ha hb, mean_total Sz ha hb, e2]
  generalize h / J = k at e1 ⊢
  -- complete the square, using the fixed length of each spin
  linear_combination (-J / 2) * spin_length ha - J / 2 * spin_length hb -
    (mean Sz a + mean Sz b) * e1

end

end ProductEnergy
```

Lean reports:

```
Main.lean:88:39: error: unsolved goals
J h : ℝ
hJ : J ≠ 0
a b : Fin 2 → ℂ
ha : star a ⬝ᵥ a = 1
hb : star b ⬝ᵥ b = 1
hx : (star a ⬝ᵥ Sx *ᵥ a).im = 0
hy : (star a ⬝ᵥ Sy *ᵥ a).im = 0
hz : (star a ⬝ᵥ Sz *ᵥ a).im = 0
⊢ (↑J).re *
          ((star a ⬝ᵥ Sx *ᵥ a).re * (star b ⬝ᵥ Sx *ᵥ b).re + (star a ⬝ᵥ Sy *ᵥ a).re * (star b ⬝ᵥ Sy *ᵥ b).re +
            (star a ⬝ᵥ Sz *ᵥ a).re * (star b ⬝ᵥ Sz *ᵥ b).re) -
        (↑J).im *
          (star a ⬝ᵥ Sx *ᵥ a * star b ⬝ᵥ Sx *ᵥ b + star a ⬝ᵥ Sy *ᵥ a * star b ⬝ᵥ Sy *ᵥ b +
              star a ⬝ᵥ Sz *ᵥ a * star b ⬝ᵥ Sz *ᵥ b).im +
      ((↑h).re * (star (productState a b) ⬝ᵥ total Sz *ᵥ productState a b).re -
        (↑h).im * (star (productState a b) ⬝ᵥ total Sz *ᵥ productState a b).im) =
    J *
        ((star a ⬝ᵥ Sx *ᵥ a).re * (star b ⬝ᵥ Sx *ᵥ b).re + (star a ⬝ᵥ Sy *ᵥ a).re * (star b ⬝ᵥ Sy *ᵥ b).re +
          (star a ⬝ᵥ Sz *ᵥ a).re * (star b ⬝ᵥ Sz *ᵥ b).re) +
      h * (star (productState a b) ⬝ᵥ total Sz *ᵥ productState a b).re
Main.lean:92:6: warning: This simp argument is unused:
  Complex.re_ofReal_mul

Hint: Omit it from the simp argument list.
  [apply] simp only [mean, hamiltonian, Matrix.add_mulVec, Matrix.smul_mulVec, dotProduct_add, dotProduct_smul,
    expectation_kronecker, smul_eq_mul, Complex.add_re, Complex.mul_re, hx, hy, hz, zero_mul, sub_zero]

Note: This linter can be disabled with `set_option linter.unusedSimpArgs false`
```

Diagnosis. The error is in `hE`, where `simp only` stops with a goal still open. The two sides of that goal differ only in how the real constants appear. The left side has `(↑J).re` and `(↑h).re` where the right has `J` and `h`, and it also subtracts terms with the factors `(↑J).im` and `(↑h).im`. Here `↑J` is `J` taken as a complex number.

The list held two lemmas that fit the real part of a product with such a constant. `Complex.re_ofReal_mul` would have given `J` times a real part at once, but the warning says it was never used. The general rule `Complex.mul_re` split the products instead, and nothing in the list could then simplify the parts of `↑J` and `↑h`.

The repair adds `Complex.ofReal_re`, which turns `(↑J).re` into `J`, and `Complex.ofReal_im`, which turns `(↑J).im` into 0; the same goes for `h`. `zero_mul` and `sub_zero` then remove the subtracted terms, and the two sides agree. Dropping the unused lemma and putting `ring` on its own line in `hx`, `hy` and `hz` are mere tidying.

As a diff, the version that Lean accepts:

```diff
@@ -79,9 +79,12 @@
   -- the one-spin expectations are real, so the correlations factorize
   have hx : (star a ⬝ᵥ Sx *ᵥ a).im = 0 := by
-    simp [Sx, dotProduct, Matrix.mulVec, Fin.sum_univ_two] <;> ring
+    simp [Sx, dotProduct, Matrix.mulVec, Fin.sum_univ_two]
+    ring
   have hy : (star a ⬝ᵥ Sy *ᵥ a).im = 0 := by
-    simp [Sy, dotProduct, Matrix.mulVec, Fin.sum_univ_two] <;> ring
+    simp [Sy, dotProduct, Matrix.mulVec, Fin.sum_univ_two]
+    ring
   have hz : (star a ⬝ᵥ Sz *ᵥ a).im = 0 := by
-    simp [Sz, dotProduct, Matrix.mulVec, Fin.sum_univ_two] <;> ring
+    simp [Sz, dotProduct, Matrix.mulVec, Fin.sum_univ_two]
+    ring
   have hE : mean (hamiltonian J h) (productState a b) =
       J * (mean Sx a * mean Sx b + mean Sy a * mean Sy b + mean Sz a * mean Sz b) +
@@ -90,5 +93,5 @@
     simp only [mean, hamiltonian, Matrix.add_mulVec, Matrix.smul_mulVec, dotProduct_add,
       dotProduct_smul, expectation_kronecker, smul_eq_mul, Complex.add_re,
-      Complex.re_ofReal_mul, Complex.mul_re, hx, hy, hz, zero_mul, sub_zero]
+      Complex.mul_re, Complex.ofReal_re, Complex.ofReal_im, hx, hy, hz, zero_mul, sub_zero]
   have e1 : J * (h / J) = h := by field_simp
   have e2 : h ^ 2 / (2 * J) = J / 2 * (h / J) ^ 2 := by field_simp
```
